# Finite maps on closed oriented surfaces have even Euler characteristic

Take one edge and cut it into two half-edges, called darts. Let $a$ exchange them, and let $s$ turn each dart to the next one around its vertex. If the ends are separate vertices, $s$ fixes both darts and $sa$ is the exchange: two vertices, one edge, one face, and $2-1+1=2$. If the edge is a loop, $s$ is the exchange and $sa$ the identity: one vertex, one edge, two faces, and $1-1+2=2$. Composing with an exchange changes the number of orbits by one, and it also reverses the sign of the permutation. That link between orbits and signs settles the parity for any finite number of darts. A map here is a graph drawn on a surface so that every face is a disc.

Let $D$ be a finite set of $N$ darts, with $s$ and $a$ permutations of it.

```lean
import Mathlib

open Equiv Equiv.Perm

namespace EulerParity

variable {D : Type*} [Fintype D] [DecidableEq D]
```

Write $f(g)$ for the number of darts fixed by $g$.

```lean
/-- The number of darts left in place by a permutation. -/
def fixedCount (g : Perm D) : ℕ := (Finset.univ.filter fun d => g d = d).card
```

Mathlib's `cycleType` lists only cycles of length at least two, so the orbit number $c(g)$ adds the fixed darts. A vertex with a single dart therefore counts as a vertex.

```lean
/-- The number of orbits of a permutation of the darts: its cycles of length at least two,
together with its fixed darts. -/
def orbitCount (g : Perm D) : ℕ := Multiset.card g.cycleType + fixedCount g
```

Set $V=c(s)$, $E=c(a)$, $F=c(sa)$, where $sa$ applies $a$ first. The Euler characteristic $\chi=V-E+F$ is an integer and may be negative. Connectedness is not assumed, and vertices without darts are not represented.

```lean
/-- The Euler characteristic `V - E + F` of the map in which `s` turns darts around vertices,
`a` exchanges the darts of an edge and `s * a` runs around faces. -/
def eulerChar (s a : Perm D) : ℤ :=
  (orbitCount s : ℤ) - orbitCount a + orbitCount (s * a)
```

## (a) Moved and fixed darts

Show that the moved and fixed darts together number $N$.

Each dart is either moved or fixed, never both. In Lean the fixed darts are the complement of `g.support`.

```lean
/-- The moved darts and the fixed darts together are all the darts. -/
theorem support_add_fixed (g : Perm D) :
    g.support.card + fixedCount g = Fintype.card D := by
  have h : (Finset.univ.filter fun d => g d = d) = g.supportᶜ := by
    ext d
    simp
  rw [fixedCount, h]
  exact Finset.card_add_card_compl _
```

## (b) Permutations that move everything

Show that $f(g)=0$ if $g$ moves every dart.

The set being counted is empty.

```lean
/-- A permutation that moves every dart has no fixed darts to count. -/
theorem fixedCount_eq_zero {g : Perm D} (h : ∀ d, g d ≠ d) : fixedCount g = 0 := by
  simp [fixedCount, h]
```

## (c) Parity from the sign

Show that $V+E+F+N$ is even for any $s$ and $a$.

A cycle of length $\ell$ has sign $(-1)^{\ell-1}$. Multiplying over all orbits gives
$$\operatorname{sgn}(g)=(-1)^{N-c(g)}=(-1)^{N+c(g)}.$$
From $\operatorname{sgn}(sa)=\operatorname{sgn}(s)\operatorname{sgn}(a)$ it follows that $F+N$ and $V+E+2N$ have equal parity, so $V+E+F+N$ is even.

The proof turns on `sign_of_cycleType`, whose exponent is the sum of the listed cycle lengths plus the number of listed cycles. Fixed darts are missing from it. Each would add one to $c(g)$ and one to $N$, hence two to the exponent, which leaves the sign alone. The step `key` records this, `par` turns equal signs into equal parities, and `sign_mul` combines the three permutations.

```lean
/-- For any two permutations of the darts, the orbit numbers of `s`, `a` and `s * a` and the
number of darts have an even sum. -/
theorem even_orbits_add_darts (s a : Perm D) :
    Even (orbitCount s + orbitCount a + orbitCount (s * a) + Fintype.card D) := by
  have q : ∀ m k : ℕ, (-1 : ℤˣ) ^ (m + 2 * k) = (-1) ^ m := by
    intro m k
    rw [pow_add, pow_mul, neg_one_sq, one_pow, mul_one]
  -- the sign of a permutation records the parity of its orbit number
  have key : ∀ g : Perm D, sign g = (-1) ^ (orbitCount g + Fintype.card D) := by
    intro g
    have e : orbitCount g + Fintype.card D
        = g.support.card + Multiset.card g.cycleType + 2 * fixedCount g := by
      have h := support_add_fixed g
      unfold orbitCount
      omega
    rw [e, q, sign_of_cycleType, sum_cycleType]
  have par : ∀ m n : ℕ, (-1 : ℤˣ) ^ m = (-1) ^ n → Even (m + n) := by
    intro m n h
    rcases Nat.even_or_odd (m + n) with e | o
    · exact e
    · have h2 : (-1 : ℤˣ) ^ (m + n) = -1 := o.neg_one_pow
      rw [pow_add, h, Int.units_mul_self] at h2
      exact absurd h2 (by decide)
  -- signs multiply, so the parities add
  have h := sign_mul s a
  rw [key (s * a), key s, key a, ← pow_add] at h
  obtain ⟨r, hr⟩ := par _ _ h
  rw [Nat.even_iff]
  omega
```

## (d) Orbits of prime order

Let $p$ be prime and $g^p=1$. Show that $p\,c(g)+f(g)=N+p\,f(g)$.

A nontrivial cycle length divides $p$ and exceeds one, so it is $p$. With $k$ such cycles, $N=pk+f(g)$ and $c(g)=k+f(g)$. Both sides equal $pk+(p+1)f(g)$.

```lean
/-- If `p` is prime and `p` applications of `g` restore every dart, then `p` times the number of
orbits exceeds the number of darts by `p - 1` for each fixed dart. -/
theorem prime_mul_orbitCount {p : ℕ} (hp : p.Prime) {g : Perm D} (hg : g ^ p = 1) :
    p * orbitCount g + fixedCount g = Fintype.card D + p * fixedCount g := by
  -- every nontrivial cycle has length exactly p
  have hall : ∀ n ∈ g.cycleType, n = p := by
    intro n hn
    have h1 : n ∣ p := (dvd_of_mem_cycleType hn).trans (orderOf_dvd_of_pow_eq_one hg)
    have h2 := two_le_of_mem_cycleType hn
    rcases (Nat.dvd_prime hp).mp h1 with h | h
    · omega
    · exact h
  have hsum : g.support.card = Multiset.card g.cycleType * p := by
    rw [← sum_cycleType, Multiset.eq_replicate_card.mpr hall]
    simp
  have h := support_add_fixed g
  rw [hsum] at h
  unfold orbitCount
  rw [← h]
  ring
```

## (e) Dangling darts

Let $a^2=1$, with fixed darts allowed as dangling ends. Show that $\chi$ is even exactly when $f(a)$ is even.

Part (d) with $p=2$ gives $N=2E-f(a)$. By (c), $V+3E+F-f(a)$ is even, and $V+3E+F$ has the parity of $\chi$. In Lean, `omega` does this arithmetic. Here $\chi$ counts a dangling dart as an edge but its free end not as a vertex. Adding these end vertices would raise $\chi$ by $f(a)$, to the even value of the closed surface.

```lean
/-- If applying `a` twice restores every dart, and a dart that `a` leaves fixed is called dangling,
the Euler characteristic is even exactly when the number of dangling darts is even. -/
theorem even_eulerChar_iff (s a : Perm D) (ha : ∀ d, a (a d) = d) :
    Even (eulerChar s a) ↔ Even (fixedCount a) := by
  have ha2 : a ^ 2 = 1 := Equiv.ext fun d => by simp [pow_two, ha]
  have h1 := prime_mul_orbitCount Nat.prime_two ha2
  obtain ⟨r, hr⟩ := even_orbits_add_darts s a
  rw [Int.even_iff, Nat.even_iff]
  unfold eulerChar
  omega
```

## (f) No dangling darts

Show that $\chi$ is even if $a$ also moves every dart.

Now $f(a)=0$ in (e). This fixes only the parity. A connected map has Euler's value $\chi=2$ exactly when its surface is a sphere; without connectedness, a sphere and a separate torus together also give $2$.

```lean
/-- Parity of the Euler characteristic: if `a` pairs the darts into edges without leaving any
dart fixed, then `V - E + F` is even. -/
theorem even_eulerChar (s a : Perm D) (ha : ∀ d, a (a d) = d) (hfix : ∀ d, a d ≠ d) :
    Even (eulerChar s a) := by
  rw [even_eulerChar_iff s a ha, fixedCount_eq_zero hfix]
  exact Even.zero
```

## (g) Cubic networks

Let every vertex have three darts and every edge two. Show that $V\equiv 2F \pmod 4$.

Counting darts gives $N=3V=2E$, so $V=2m$, $E=3m$ and $N=6m$ for some integer $m$. By (c), $11m+F$ is even, so $m\equiv F\pmod 2$; doubling gives the claim. The hypotheses on `s` say that its cube is the identity and no dart is fixed, which makes every vertex a three-cycle.

For trivalent carbon cages this is a consistency check on the numbers of atoms and faces, in a purely combinatorial model without geometry or energies. For a connected cage on a sphere, Euler's formula gives the stronger condition $F=V/2+2$.

The same count for four darts at every vertex gives $E=2V$, and the evenness of $\chi$ then yields $V\equiv F\pmod 2$; this variant is argued here by hand only.

```lean
/-- In a network where every vertex carries three darts and every edge two, the number of
vertices agrees with twice the number of faces modulo four. -/
theorem cubic_vertices_modEq (s a : Perm D)
    (hs : ∀ d, s (s (s d)) = d) (hsfix : ∀ d, s d ≠ d)
    (ha : ∀ d, a (a d) = d) (hafix : ∀ d, a d ≠ d) :
    orbitCount s ≡ 2 * orbitCount (s * a) [MOD 4] := by
  have hs3 : s ^ 3 = 1 := Equiv.ext fun d => by simp [pow_succ, hs]
  have ha2 : a ^ 2 = 1 := Equiv.ext fun d => by simp [pow_two, ha]
  -- count the darts by vertices and by edges
  have h1 := prime_mul_orbitCount Nat.prime_three hs3
  have h2 := prime_mul_orbitCount Nat.prime_two ha2
  rw [fixedCount_eq_zero hsfix] at h1
  rw [fixedCount_eq_zero hafix] at h2
  obtain ⟨r, hr⟩ := even_orbits_add_darts s a
  unfold Nat.ModEq
  omega
```

## (h) A cubic map with one face

Find a cubic map on six darts with $V=2$, $E=3$, $F=1$.

Label the darts $0,\dots,5$ and work modulo six. Let $s$ add $4$ and $a$ add $3$. Then $s$ has cycles $(0\,4\,2)(1\,5\,3)$, $a$ has $(0\,3)(1\,4)(2\,5)$, and $sa$ adds $1$, a single six-cycle. Here $\chi=0$, the value for a torus.

Lean checks the pointwise conditions by `decide +kernel`, gets $V$ and $E$ from (d), and reads $F$ from the cycle type of `finRotate 6`.

```lean
/-- Six darts in a ring, with vertex rotation by four places and edge exchange by three places,
form a cubic network with two vertices, three edges and one face. -/
theorem cubic_witness :
    let s : Perm (Fin 6) := finRotate 6 ^ 4
    let a : Perm (Fin 6) := finRotate 6 ^ 3
    (∀ d, s (s (s d)) = d) ∧ (∀ d, s d ≠ d) ∧ (∀ d, a (a d) = d) ∧ (∀ d, a d ≠ d) ∧
      orbitCount s = 2 ∧ orbitCount a = 3 ∧ orbitCount (s * a) = 1 := by
  intro s a
  have hs : ∀ d, s (s (s d)) = d := by decide +kernel
  have hsfix : ∀ d, s d ≠ d := by decide +kernel
  have ha : ∀ d, a (a d) = d := by decide +kernel
  have hafix : ∀ d, a d ≠ d := by decide +kernel
  have hs3 : s ^ 3 = 1 := Equiv.ext fun d => by
    simpa only [pow_succ, pow_zero, one_mul, Perm.mul_apply, Perm.one_apply] using hs d
  have ha2 : a ^ 2 = 1 := Equiv.ext fun d => by
    simpa only [pow_two, Perm.mul_apply, Perm.one_apply] using ha d
  have h1 := prime_mul_orbitCount Nat.prime_three hs3
  have h2 := prime_mul_orbitCount Nat.prime_two ha2
  rw [fixedCount_eq_zero hsfix, Fintype.card_fin] at h1
  rw [fixedCount_eq_zero hafix, Fintype.card_fin] at h2
  -- the face permutation is the single rotation of all six darts
  have hsa : s * a = finRotate 6 := Equiv.ext (by decide +kernel)
  have hc : (finRotate 6).cycleType = {6} := cycleType_finRotate
  have h0 : fixedCount (finRotate 6) = 0 := fixedCount_eq_zero (by decide +kernel)
  refine ⟨hs, hsfix, ha, hafix, by omega, by omega, ?_⟩
  rw [hsa, orbitCount, hc, h0, Multiset.card_singleton]

end EulerParity
```

```lean
#print axioms EulerParity.even_eulerChar
-- 'EulerParity.even_eulerChar' depends on axioms: [propext, Classical.choice, Quot.sound]
#print axioms EulerParity.cubic_vertices_modEq
-- 'EulerParity.cubic_vertices_modEq' depends on axioms: [propext, Classical.choice, Quot.sound]
```
